# The aufbau density matrix is a local minimum of the LNV functional, which is unbounded below unless H = μ1

## Trial matrices, energies and the occupation window

Let H be the Hermitian matrix of a one-particle Hamiltonian in an orthonormal basis of n states, and let μ be the chemical potential. Write K = H − μ1, with eigenvalues k_i. All matrices below are in the eigenbasis of K, so K = diag(k_i). The trial density matrix X is complex Hermitian and need not commute with K. Its purified form and its LNV (Li–Nunes–Vanderbilt) energy are

P(X) = 3X² − 2X³

Ω(X) = Re Tr[P(X) K].

For a single level of energy k and occupation x, this is W(x) = k(3x² − 2x³).

The aufbau matrix D is diagonal, with entry 1 where k_i < 0 and 0 elsewhere. A matrix X is in the window if, for every vector v,

−½ v†v ≤ Re(v†Xv) ≤ (3/2) v†v.

For Hermitian X this says that all eigenvalues lie in [−1/2, 3/2].

## A lower bound inside the window

Every Hermitian X in the window satisfies

Ω(X) ≥ Ω(D) = Σ_i min(k_i, 0).

All Hermitian matrices close enough to D are in the window, so D is a local minimum. If some k_i ≠ 0, Ω takes values below any bound elsewhere.

## Line searches and truncated density matrices

For a fixed, non-interacting Hamiltonian of finite size, a code that minimises Ω is looking for a local minimum of a function that generally has no global one. Along a search line X + tG, Ω is a polynomial in t of degree at most three, and a long step can enter the region where it falls without limit. Gershgorin bounds on X give a cheap sufficient test that a step has stayed in the window. The test is not a necessary one: in a basis where D is not diagonal, it can reject even D.

The bound also applies to a truncated X, provided that the truncation keeps it Hermitian and in the window. In a test system small enough to diagonalise, a value of Ω(X) below Σ_i min(k_i, 0) by more than rounding error, computed without truncating the matrix products in P(X), shows that a Hermitian X has left the window.

## From one level to a full matrix

For one level, factorising the cubic gives

W(x) − W(0) = k x²(3 − 2x)

W(x) − W(1) = −k (1 − x)²(1 + 2x).

The first difference is nonnegative for k > 0 and x ≤ 3/2, the second for k < 0 and x ≥ −1/2. These are the local minima at 0 and at 1.

To get below a given B when k ≠ 0, set q = |B|/|k|. If k > 0, take x = 2 + q. Then

3x² − 2x³ = −x²(2x − 3) ≤ −(1 + q),

so W(x) ≤ −k − |B| < B. If k < 0, take x = −(1 + q). Then 3x² − 2x³ ≥ 1 + q, so W(x) ≤ k − |B| < B.

For a matrix, let p_i = P(X)_ii, the purified occupation of energy eigenstate e_i. Since K is diagonal, Ω(X) = Σ_i k_i p_i. With u = Xe_i and w = (1 − X)e_i, the same factorisations, now in matrix order, give

p_i = e_i†X(3 − 2X)Xe_i = 3u†u − 2u†Xu ≥ 0

1 − p_i = e_i†(1 − X)(1 + 2X)(1 − X)e_i = w†w + 2w†Xw ≥ 0.

The inequalities are the two sides of the window. Hence 0 ≤ p_i ≤ 1 and k_i p_i ≥ min(k_i, 0), and summing over i gives the bound.

Now let X = D + E, with every element of E at most δ = 1/(2(n + 1)) in modulus. By the Cauchy–Schwarz inequality,

|v†Ev| ≤ δ(Σ_a |v_a|)² ≤ δn v†v ≤ ½ v†v.

Since 0 ≤ v†Dv ≤ v†v, X is in the window.

Finally, if k_i ≠ 0, give level i the occupation x and leave any other levels empty. Then Ω is the single-level energy W(x) with k = k_i, which can be made lower than any B.

With n = 1 the window is the interval [−1/2, 3/2], and neither end can be moved outwards: for k > 0, W(3/2) = W(0) and W is lower beyond 3/2; for k < 0, W(−1/2) = W(1) and W is lower below −1/2.

The same argument with any unit vector in place of e_i shows that all eigenvalues of P(X) lie in [0, 1], an extension made here by hand, since the file treats only the energy eigenstates.

## The Lean file

```lean
import Mathlib

open Matrix Topology

namespace LNVFunctional

noncomputable section

variable {n : Type*} [Fintype n] [DecidableEq n]

/-- The LNV energy of a single level of energy `k` (relative to the chemical potential)
with trial occupation `x`. -/
def levelW (k x : ℝ) : ℝ := k * (3 * x ^ 2 - 2 * x ^ 3)

/-- The McWeeny purification polynomial `3X² - 2X³` of a trial density matrix. -/
def purify (X : Matrix n n ℂ) : Matrix n n ℂ := (3 : ℂ) • (X * X) - (2 : ℂ) • (X * X * X)

/-- The LNV functional `Re Tr[(3X² - 2X³) K]`, where `K` is the Hamiltonian minus the chemical
potential, written in its eigenbasis with eigenvalues `k i`. -/
def lnv (k : n → ℝ) (X : Matrix n n ℂ) : ℝ :=
  (trace (purify X * diagonal (fun i => (k i : ℂ)))).re

/-- The density matrix with occupations `d i` of the energy eigenstates. -/
def occMatrix (d : n → ℝ) : Matrix n n ℂ := diagonal (fun i => (d i : ℂ))

/-- Aufbau occupations: levels below the chemical potential are filled, all others are empty. -/
def aufbau (k : n → ℝ) (i : n) : ℝ := if k i < 0 then 1 else 0

/-- The real part of `v† A v`; for `A = 1` it is the squared norm of `v`. -/
def expect (A : Matrix n n ℂ) (v : n → ℂ) : ℝ := (star v ⬝ᵥ A *ᵥ v).re

/-- The real parts of all expectation values of `X` in normalised states lie between `-1/2` and
`3/2`. -/
def InWindow (X : Matrix n n ℂ) : Prop :=
  ∀ v, -(1 / 2) * expect 1 v ≤ expect X v ∧ expect X v ≤ 3 / 2 * expect 1 v

/-- The single-level LNV energy has a local minimum at occupation 0 for a level above the
chemical potential, and at occupation 1 for a level below it. -/
theorem levelW_isLocalMin (k : ℝ) :
    (0 < k → IsLocalMin (levelW k) 0) ∧ (k < 0 → IsLocalMin (levelW k) 1) := by
  constructor
  · intro hk
    show ∀ᶠ x in 𝓝 (0 : ℝ), levelW k 0 ≤ levelW k x
    filter_upwards [Iio_mem_nhds (show (0 : ℝ) < 3 / 2 by norm_num)] with x hx
    have hx' : x < 3 / 2 := hx
    have h := mul_nonneg hk.le (mul_nonneg (sq_nonneg x) (show 0 ≤ 3 - 2 * x by linarith))
    unfold levelW
    nlinarith
  · intro hk
    show ∀ᶠ x in 𝓝 (1 : ℝ), levelW k 1 ≤ levelW k x
    filter_upwards [Ioi_mem_nhds (show (-1 / 2 : ℝ) < 1 by norm_num)] with x hx
    have hx' : -1 / 2 < x := hx
    have h := mul_nonneg (neg_nonneg.2 hk.le)
      (mul_nonneg (sq_nonneg (1 - x)) (show 0 ≤ 1 + 2 * x by linarith))
    unfold levelW
    nlinarith

/-- For a level off the chemical potential, the single-level LNV energy takes values below
any bound. -/
theorem levelW_unbounded {k : ℝ} (hk : k ≠ 0) (B : ℝ) : ∃ x, levelW k x < B := by
  have hk' : |k| ≠ 0 := abs_ne_zero.2 hk
  obtain ⟨q, hq0, hq⟩ : ∃ q : ℝ, 0 ≤ q ∧ q * |k| = |B| :=
    ⟨|B| / |k|, by positivity, by field_simp⟩
  have hB := neg_abs_le B
  rcases lt_or_gt_of_ne hk with h | h
  · -- a level below the chemical potential: large negative occupation
    rw [abs_of_neg h] at hq
    refine ⟨-(1 + q), ?_⟩
    have hp : 1 + q ≤ 3 * (-(1 + q)) ^ 2 - 2 * (-(1 + q)) ^ 3 := by
      nlinarith [pow_nonneg hq0 2, pow_nonneg hq0 3]
    have hm := mul_le_mul_of_nonpos_left hp h.le
    unfold levelW
    linarith
  · -- a level above the chemical potential: large positive occupation
    rw [abs_of_pos h] at hq
    refine ⟨2 + q, ?_⟩
    have hp : 3 * (2 + q) ^ 2 - 2 * (2 + q) ^ 3 ≤ -(1 + q) := by
      nlinarith [pow_nonneg hq0 2, pow_nonneg hq0 3]
    have hm := mul_le_mul_of_nonneg_left hp h.le
    unfold levelW
    linarith

/-- The LNV functional is the sum of the level energies `k i`, weighted by the real parts of the
diagonal elements of the purified matrix. -/
theorem lnv_eq_sum (k : n → ℝ) (X : Matrix n n ℂ) :
    lnv k X = ∑ i, k i * (purify X i i).re := by
  simp only [lnv, trace, diag_apply, mul_diagonal, Complex.re_sum]
  refine Finset.sum_congr rfl fun i _ => ?_
  rw [Complex.mul_re, Complex.ofReal_re, Complex.ofReal_im]
  ring

/-- For a density matrix diagonal in the energy eigenbasis, the LNV functional is a sum of
independent single-level energies. -/
theorem lnv_occMatrix (k d : n → ℝ) : lnv k (occMatrix d) = ∑ i, levelW (k i) (d i) := by
  rw [lnv_eq_sum]
  refine Finset.sum_congr rfl fun i _ => ?_
  have h : purify (occMatrix d) i i = ((3 * d i ^ 2 - 2 * d i ^ 3 : ℝ) : ℂ) := by
    simp only [purify, occMatrix, diagonal_mul_diagonal, Matrix.sub_apply, Matrix.smul_apply,
      diagonal_apply_eq, smul_eq_mul]
    push_cast
    ring
  rw [h, Complex.ofReal_re, levelW]

omit [DecidableEq n] in
lemma expect_column {Y : Matrix n n ℂ} (hY : Y.IsHermitian) (X : Matrix n n ℂ) (i : n) :
    expect X (fun a => Y a i) = ((Y * X * Y) i i).re := by
  have hs : star (fun a => Y a i) = fun a => Y i a := funext fun a => hY.apply i a
  rw [expect, hs, Matrix.mul_assoc]
  simp only [Matrix.mul_apply, dotProduct, mulVec]

/-- For a Hermitian trial matrix in the window, purification yields occupations of the energy
eigenstates between 0 and 1. -/
theorem purify_occupation {X : Matrix n n ℂ} (hX : X.IsHermitian) (hw : InWindow X) (i : n) :
    0 ≤ (purify X i i).re ∧ (purify X i i).re ≤ 1 := by
  have hF : (purify X i i).re = 3 * ((X * X) i i).re - 2 * ((X * X * X) i i).re := by
    simp [purify, Complex.mul_re]
  -- 3X² - 2X³ = X (3 - 2X) X
  have h1 := (hw (fun a => X a i)).2
  rw [expect_column hX X i, expect_column hX 1 i, mul_one] at h1
  -- 1 - 3X² + 2X³ = (1 - X)(1 + 2X)(1 - X)
  have hY : (1 - X).IsHermitian := isHermitian_one.sub hX
  have h2 := (hw (fun a => (1 - X) a i)).1
  have e1 : (1 - X) * 1 * (1 - X) = 1 - X - X + X * X := by noncomm_ring
  have e2 : (1 - X) * X * (1 - X) = X - X * X - X * X + X * X * X := by noncomm_ring
  rw [expect_column hY X i, expect_column hY 1 i, e1, e2] at h2
  simp only [Matrix.add_apply, Matrix.sub_apply, Matrix.one_apply_eq, Complex.add_re, Complex.sub_re,
    Complex.one_re] at h2
  constructor <;> linarith

/-- No Hermitian trial matrix in the window has a lower value of the LNV functional than the aufbau
density matrix. -/
theorem lnv_aufbau_le (k : n → ℝ) {X : Matrix n n ℂ} (hX : X.IsHermitian) (hw : InWindow X) :
    lnv k (occMatrix (aufbau k)) ≤ lnv k X := by
  rw [lnv_occMatrix, lnv_eq_sum]
  refine Finset.sum_le_sum fun i _ => ?_
  obtain ⟨h0, h1⟩ := purify_occupation hX hw i
  unfold levelW aufbau
  split_ifs with h
  · nlinarith [mul_nonneg (neg_nonneg.2 h.le) (sub_nonneg.2 h1)]
  · nlinarith [mul_nonneg (not_lt.1 h) h0]

lemma expect_occMatrix (d : n → ℝ) (v : n → ℂ) :
    expect (occMatrix d) v = ∑ i, d i * ‖v i‖ ^ 2 := by
  simp only [expect, occMatrix, dotProduct, mulVec_diagonal, Complex.re_sum, Pi.star_apply]
  refine Finset.sum_congr rfl fun i _ => ?_
  rw [← Complex.normSq_eq_norm_sq, Complex.normSq_apply]
  simp only [Complex.star_def, Complex.mul_re, Complex.mul_im, Complex.conj_re,
    Complex.conj_im, Complex.ofReal_re, Complex.ofReal_im]
  ring

lemma expect_one (v : n → ℂ) : expect 1 v = ∑ i, ‖v i‖ ^ 2 := by
  have h : (1 : Matrix n n ℂ) = occMatrix (fun _ => 1) := by simp [occMatrix]
  rw [h, expect_occMatrix]
  simp

lemma abs_expect_le {D : Matrix n n ℂ} {δ : ℝ} (hδ : 0 ≤ δ) (h : ∀ i j, ‖D i j‖ ≤ δ)
    (v : n → ℂ) : |expect D v| ≤ δ * Fintype.card n * expect 1 v := by
  have hc : (∑ i, ‖v i‖) ^ 2 ≤ ((Finset.univ : Finset n).card : ℝ) * ∑ i, ‖v i‖ ^ 2 :=
    sq_sum_le_card_mul_sum_sq
  rw [Finset.card_univ] at hc
  calc |expect D v| ≤ ‖star v ⬝ᵥ D *ᵥ v‖ := Complex.abs_re_le_norm _
    _ ≤ ∑ i, ∑ j, ‖v i‖ * (δ * ‖v j‖) := by
      simp only [dotProduct, mulVec, Finset.mul_sum]
      refine (norm_sum_le _ _).trans (Finset.sum_le_sum fun i _ =>
        (norm_sum_le _ _).trans (Finset.sum_le_sum fun j _ => ?_))
      rw [norm_mul, norm_mul, Pi.star_apply, norm_star]
      exact mul_le_mul_of_nonneg_left
        (mul_le_mul_of_nonneg_right (h i j) (norm_nonneg _)) (norm_nonneg _)
    _ = δ * (∑ i, ‖v i‖) ^ 2 := by
      rw [sq, Finset.sum_mul_sum, Finset.mul_sum]
      refine Finset.sum_congr rfl fun i _ => ?_
      rw [Finset.mul_sum]
      exact Finset.sum_congr rfl fun j _ => by ring
    _ ≤ δ * (Fintype.card n * ∑ i, ‖v i‖ ^ 2) := mul_le_mul_of_nonneg_left hc hδ
    _ = δ * Fintype.card n * expect 1 v := by rw [expect_one]; ring

lemma inWindow_of_near {d : n → ℝ} (hd : ∀ i, 0 ≤ d i ∧ d i ≤ 1) {X : Matrix n n ℂ} {δ : ℝ}
    (hδ : 0 ≤ δ) (hn : δ * Fintype.card n ≤ 1 / 2)
    (h : ∀ i j, ‖(X - occMatrix d) i j‖ ≤ δ) : InWindow X := by
  intro v
  have hsplit : expect X v = expect (occMatrix d) v + expect (X - occMatrix d) v := by
    simp [expect, sub_mulVec, dotProduct_sub]
  have hN : 0 ≤ expect 1 v := by
    rw [expect_one]
    positivity
  have hlo : 0 ≤ expect (occMatrix d) v := by
    rw [expect_occMatrix]
    exact Finset.sum_nonneg fun i _ => mul_nonneg (hd i).1 (sq_nonneg _)
  have hhi : expect (occMatrix d) v ≤ expect 1 v := by
    rw [expect_occMatrix, expect_one]
    exact Finset.sum_le_sum fun i _ => mul_le_of_le_one_left (sq_nonneg _) (hd i).2
  have hD := abs_le.1 ((abs_expect_le hδ h v).trans (mul_le_mul_of_nonneg_right hn hN))
  constructor <;> linarith [hD.1, hD.2]

/-- The aufbau density matrix is a local minimum of the LNV functional on the Hermitian
matrices. -/
theorem lnv_isLocalMinOn (k : n → ℝ) :
    IsLocalMinOn (lnv k) {X | X.IsHermitian} (occMatrix (aufbau k)) := by
  obtain ⟨δ, hδ, hn⟩ : ∃ δ : ℝ, 0 < δ ∧ δ * Fintype.card n ≤ 1 / 2 := by
    refine ⟨1 / (2 * (Fintype.card n + 1)), by positivity, ?_⟩
    rw [div_mul_eq_mul_div, div_le_div_iff₀ (by positivity) (by norm_num)]
    linarith
  have hnear : ∀ᶠ X in 𝓝 (occMatrix (aufbau k)),
      ∀ i j, ‖X i j - occMatrix (aufbau k) i j‖ < δ := by
    refine Filter.eventually_all.2 fun i => Filter.eventually_all.2 fun j => ?_
    have hc : Continuous fun X : Matrix n n ℂ => ‖X i j - occMatrix (aufbau k) i j‖ :=
      ((continuous_id.matrix_elem i j).sub continuous_const).norm
    exact (isOpen_lt hc continuous_const).mem_nhds (by simpa using hδ)
  show ∀ᶠ X in 𝓝[{X | X.IsHermitian}] (occMatrix (aufbau k)),
    lnv k (occMatrix (aufbau k)) ≤ lnv k X
  filter_upwards [self_mem_nhdsWithin, nhdsWithin_le_nhds hnear] with X hX hXn
  refine lnv_aufbau_le k hX (inWindow_of_near (fun i => ?_) hδ.le hn fun i j => (hXn i j).le)
  unfold aufbau
  split_ifs <;> norm_num

/-- If some level lies off the chemical potential, the LNV functional takes values below any
bound on the Hermitian matrices. -/
theorem lnv_unbounded {k : n → ℝ} (hk : k ≠ 0) (B : ℝ) :
    ∃ X : Matrix n n ℂ, X.IsHermitian ∧ lnv k X < B := by
  obtain ⟨i, hi⟩ := Function.ne_iff.1 hk
  obtain ⟨x, hx⟩ := levelW_unbounded hi B
  -- level i has occupation x, all other levels are empty
  refine ⟨occMatrix (fun j => if j = i then x else 0), ?_, ?_⟩
  · rw [IsHermitian, occMatrix, diagonal_conjTranspose]
    congr 1
    funext j
    exact Complex.conj_ofReal _
  · rw [lnv_occMatrix, Finset.sum_eq_single i]
    · simpa using hx
    · intro j _ hj
      simp [levelW, hj]
    · simp

end

end LNVFunctional
```

```lean
#print axioms LNVFunctional.levelW_isLocalMin
-- 'LNVFunctional.levelW_isLocalMin' depends on axioms: [propext, Classical.choice, Quot.sound]
#print axioms LNVFunctional.lnv_isLocalMinOn
-- 'LNVFunctional.lnv_isLocalMinOn' depends on axioms: [propext, Classical.choice, Quot.sound]
#print axioms LNVFunctional.lnv_unbounded
-- 'LNVFunctional.lnv_unbounded' depends on axioms: [propext, Classical.choice, Quot.sound]
```

## How the code expresses the physics

The finite type `n` labels the levels; their number, n in the derivation, is `Fintype.card n`. The function `k : n → ℝ` holds their energies relative to μ. `lnv k X` is Ω(X), `occMatrix (aufbau k)` is D, and `expect X v` is Re(v†Xv) for a vector that need not be normalised, which is why `InWindow` carries the factor `expect 1 v`.

`lnv_aufbau_le` is the bound for Hermitian X in the window. `lnv_isLocalMinOn` says that D is a local minimum relative to the set of Hermitian matrices, with no window hypothesis. `lnv_unbounded` says that, if `k ≠ 0`, for every real B some Hermitian X has Ω(X) < B. `levelW_isLocalMin` and `levelW_unbounded` are the single-level statements.

In the proof, `expect_column` turns an expectation value in a column of a Hermitian Y into a diagonal element of YXY. `purify_occupation` uses it with Y = X and Y = 1 − X; `noncomm_ring` expands the products without reordering factors, and `linarith` combines them into 0 ≤ p_i ≤ 1. `lnv_aufbau_le` then compares the sums level by level. `abs_expect_le` is the estimate for E (the lemma calls this matrix `D`, which is not the aufbau matrix), `inWindow_of_near` places X in the window, and continuity of the matrix elements supplies the neighbourhood in `lnv_isLocalMinOn`.

## Fixed Hamiltonian, orthonormal basis, exact arithmetic

The file starts from a diagonal K. A unitary change of basis alters neither the trace, nor Hermiticity, nor the window, so the results carry over to the orthonormal basis of a code. A non-orthogonal basis would need the overlap matrix, which is absent here. The chemical potential is fixed, with no constraint on the electron number, and H does not depend on X, so self-consistency is not covered.

The minimum need not be strict: the occupation of a level with k_i = 0 can change at no cost. The theorems concern the functional in exact arithmetic and say nothing about whether a given minimiser converges or stays in the window.
